# Closed-form band filling for a finite Chebyshev expansion of the density of states

## Counting electrons on an energy grid

Suppose the band filling is computed by summing a density of states over a fixed energy grid up to the Fermi level. The electron count then jumps whenever the Fermi level passes a grid point. The Fermi level found from that count inherits the jumps, and so do energies and forces. A finer grid makes the jumps smaller but costs more evaluations, and the integrand is awkward: it has square-root edges and, in higher terms, many sign changes.

For the density of states used in analytic bond-order potentials, the integral can be done once and for all. The count becomes a finite sum of elementary functions of the Fermi level.

## A scaled band and its Fermi angle

Shift and scale the energy so that the band occupies $-1\le x\le 1$. The density of states is expanded in the terms
$$D_n(x)=\frac{2}{\pi}\,U_n(x)\sqrt{1-x^2},\qquad n=0,1,2,\dots,$$
where $U_n$ is the second-kind Chebyshev polynomial, with $U_n(\cos t)\sin t=\sin((n+1)t)$. The term $D_0$ is a semi-ellipse of unit area. The others reshape it, with coefficients $\sigma_n$ that a bond-order potential obtains from the local atomic environment.

Write the Fermi level as $\cos f$. The Fermi angle $f$ runs from $f=\pi$, an empty band, to $f=0$, a full one. Two integrals are needed:
$$R_n(f)=\int_{-1}^{\cos f}D_n(x)\,dx,\qquad E_n(f)=\int_{-1}^{\cos f}(x-\cos f)\,D_n(x)\,dx.$$
The first is the filling response of term $n$. The second is its energy response, with energies measured from the Fermi level.

## What the theorems state

In Lean, $D_n$, $R_n$ and $E_n$ are `bandMode n`, `response n f` and `energyResponse n f`. The order `n` is a natural number and `f` is real. The hypotheses `h0` and `hπ` say $0\le f\le\pi$.

- `response_closed`: for $n\ge1$, $R_n(f)=\frac1\pi\left(\frac{\sin((n+2)f)}{n+2}-\frac{\sin(nf)}{n}\right)$.
- `response_zero`: $R_0(f)=1-\frac f\pi+\frac{\sin 2f}{2\pi}$.
- `filling_expansion`: the density $D_0+\sum_{n=1}^N\sigma_nD_n$ has filling $R_0+\sum_{n=1}^N\sigma_nR_n$, with the closed forms inserted.
- `energyResponse_succ`: $E_{n+1}=\frac12(R_{n+2}+R_n)-\cos f\,R_{n+1}$, for every real $f$.
- `energyResponse_closed`: for $n\ge2$, $E_n$ is a combination of three sines, derived below.

The conventions are one orbital and one spin direction, so a full band holds one electron. The occupation is a sharp step, as at zero temperature, and the electrons are non-interacting. The coefficients `σ` are arbitrary real numbers: the theorems neither derive them from a Hamiltonian nor require the resulting density to be non-negative. The expansion is finite, and its convergence as $N$ grows is not addressed.

## The integrals by substitution

Put $x=\cos t$, so that $dx=-\sin t\,dt$. The limits $x=-1$ and $x=\cos f$ become $t=\pi$ and $t=f$, and $\sqrt{1-\cos^2t}=\sin t$ because $\sin t\ge0$ on $[0,\pi]$. Hence
$$R_n(f)=\frac2\pi\int_f^\pi U_n(\cos t)\sin^2t\,dt=\frac2\pi\int_f^\pi\sin((n+1)t)\sin t\,dt.$$
The product of sines is $\frac12[\cos(nt)-\cos((n+2)t)]$. For $n\ge1$ this gives
$$R_n(f)=\frac1\pi\left[\frac{\sin(nt)}{n}-\frac{\sin((n+2)t)}{n+2}\right]_f^\pi.$$
Both sines vanish at $t=\pi$, and the lower limit gives the stated formula. For $n=0$ the first cosine is the constant 1, whose integral is $t$, so
$$R_0(f)=\frac1\pi\left[t-\frac{\sin 2t}{2}\right]_f^\pi=1-\frac f\pi+\frac{\sin 2f}{2\pi}.$$
Linearity of the integral then gives the filling of the whole expansion.

For the energy, the recurrence $U_{n+2}=2xU_{n+1}-U_n$ gives $xD_{n+1}=\frac12(D_{n+2}+D_n)$. Integrating and subtracting $\cos f\,R_{n+1}$ yields `energyResponse_succ`.

Now let $n\ge2$ and write $s_k=\sin(kf)$. In the average of the two neighbours the $s_{n+1}$ terms cancel:
$$\frac{R_{n+1}+R_{n-1}}2=\frac1{2\pi}\left(\frac{s_{n+3}}{n+3}-\frac{s_{n-1}}{n-1}\right).$$
With $\cos f\,s_k=\frac12(s_{k+1}+s_{k-1})$,
$$\cos f\,R_n=\frac1{2\pi}\left(\frac{s_{n+3}+s_{n+1}}{n+2}-\frac{s_{n+1}+s_{n-1}}{n}\right).$$
Subtracting and collecting each sine,
$$E_n=\frac1{2\pi}\left[\frac{2s_{n+1}}{n(n+2)}-\frac{s_{n+3}}{(n+2)(n+3)}-\frac{s_{n-1}}{n(n-1)}\right].$$
For $n=1$ the neighbour $R_0$ contains the linear term $f/\pi$, so the recurrence is used with `response_zero` instead.

## The first correction, and the full band

For $n=1$, the identity $\sin3f=3\sin f-4\sin^3f$ reduces the filling response to
$$R_1(f)=-\frac{4}{3\pi}\sin^3f.$$
It is never positive: since $U_1(x)=2x$, a positive $\sigma_1$ moves states from the lower half of the band to the upper half. At $f=0$ every $R_n$ with $n\ge1$ vanishes while $R_0=1$. The corrections therefore redistribute states without changing their total number.

## Finding the Fermi level in a bond-order code

Take non-interacting electrons, a finite expansion and equivalent atoms with one orbital each. (Inequivalent atoms share one Fermi level, so their fillings would have to be summed before solving for it.) A tight-binding code can then obtain filling and band energy without an energy grid:

1. Compute $\sigma_1,\dots,\sigma_N$ for an atom.
2. Solve $R_0(f)+\sum_n\sigma_nR_n(f)=\nu$ for $f$, where $\nu$ is the required filling. Bisection is safe if the density is non-negative, because the filling then never increases with $f$.
3. Add up the energy responses with the same coefficients, and multiply by the half-width of the band to restore physical units. The result is the energy per atom for one spin direction; if both spin directions are equally filled, double it.

The sum in step 3 also needs $E_0=\frac12R_1-\cos f\,R_0$, which follows from $xU_0=\frac12U_1$ but is not proved in the file. To measure the energy from an on-site level $x_0$ instead of the Fermi level, add $(\cos f-x_0)\,\nu$ before scaling.

## The Lean file

```lean
import Mathlib

open Real

namespace BondOrderResponse

noncomputable section

/-- The `n`-th Chebyshev term of the density of states on the scaled band `[-1, 1]`:
the semi-elliptic weight times the second-kind polynomial `U_n`. -/
def bandMode (n : ℕ) (x : ℝ) : ℝ :=
  2 / π * ((Polynomial.Chebyshev.U ℝ (n : ℤ)).eval x * √(1 - x ^ 2))

/-- The filling response: the integral of the `n`-th term from the band bottom to the
Fermi level `cos f`. -/
def response (n : ℕ) (f : ℝ) : ℝ :=
  ∫ x in (-1 : ℝ)..cos f, bandMode n x

/-- The energy response: the integral of the `n`-th term up to the Fermi level `cos f`,
weighted by the energy measured from that level. -/
def energyResponse (n : ℕ) (f : ℝ) : ℝ :=
  ∫ x in (-1 : ℝ)..cos f, (x - cos f) * bandMode n x

/-- Each term of the density of states is a continuous function of energy. -/
@[fun_prop]
theorem bandMode_continuous (n : ℕ) : Continuous (bandMode n) := by
  have hs : Continuous fun x : ℝ => √(1 - x ^ 2) :=
    (by fun_prop : Continuous fun x : ℝ => 1 - x ^ 2).sqrt
  exact continuous_const.mul ((Polynomial.continuous _).mul hs)

/-- For a nonzero frequency `k`, the function `sin (k t) / k` has derivative `cos (k t)`. -/
theorem hasDerivAt_sin_div {k : ℝ} (hk : k ≠ 0) (t : ℝ) :
    HasDerivAt (fun s => sin (k * s) / k) (cos (k * t)) t := by
  have h := ((hasDerivAt_id t).const_mul k).sin.div_const k
  refine h.congr_deriv ?_
  simp [hk]

/-- In the angle variable `x = cos t`, the filling response is an integral of a product of
two sines from the Fermi angle `f` to `π`. -/
theorem response_eq_angle (n : ℕ) {f : ℝ} (h0 : 0 ≤ f) (hπ : f ≤ π) :
    response n f = 2 / π * ∫ t in f..π, sin ((n + 1) * t) * sin t := by
  have h := intervalIntegral.integral_comp_mul_deriv (a := π) (b := f) (f := cos)
    (f' := fun t => -sin t) (g := bandMode n) (fun t _ => hasDerivAt_cos t)
    (by fun_prop) (bandMode_continuous n)
  rw [cos_pi] at h
  unfold response
  rw [← h, intervalIntegral.integral_symm f π, ← intervalIntegral.integral_const_mul,
    ← intervalIntegral.integral_neg]
  apply intervalIntegral.integral_congr
  intro t ht
  rw [Set.uIcc_of_le hπ] at ht
  -- on `[0, π]` the square root is the sine itself
  have hs : √(1 - cos t ^ 2) = sin t := by
    rw [show 1 - cos t ^ 2 = sin t ^ 2 by linarith [sin_sq_add_cos_sq t],
      sqrt_sq (sin_nonneg_of_nonneg_of_le_pi (h0.trans ht.1) ht.2)]
  have hu := Polynomial.Chebyshev.U_real_cos t (n : ℤ)
  rw [Int.cast_natCast] at hu
  simp only [bandMode, Function.comp_apply, hs]
  rw [← hu]
  ring

/-- Closed form of the filling response for every `n ≥ 1` and Fermi angle in `[0, π]`. -/
theorem response_closed (n : ℕ) (hn : 1 ≤ n) {f : ℝ} (h0 : 0 ≤ f) (hπ : f ≤ π) :
    response n f = 1 / π * (sin ((n + 2) * f) / (n + 2) - sin (n * f) / n) := by
  have hn0 : (n : ℝ) ≠ 0 := by
    have : n ≠ 0 := by omega
    exact_mod_cast this
  have hn2 : (n : ℝ) + 2 ≠ 0 := by positivity
  -- antiderivative of the product of sines
  have hd : ∀ t ∈ Set.uIcc f π, HasDerivAt
      (fun s => (sin (n * s) / n - sin ((n + 2) * s) / (n + 2)) / 2)
      (sin ((n + 1) * t) * sin t) t := by
    intro t _
    refine (((hasDerivAt_sin_div hn0 t).fun_sub
      (hasDerivAt_sin_div hn2 t)).div_const 2).congr_deriv ?_
    rw [show (n : ℝ) * t = (n + 1) * t - t by ring,
      show ((n : ℝ) + 2) * t = (n + 1) * t + t by ring, cos_sub, cos_add]
    ring
  have e1 : sin ((n : ℝ) * π) = 0 := sin_nat_mul_pi n
  have e2 : sin (((n : ℝ) + 2) * π) = 0 := by
    have h := sin_nat_mul_pi (n + 2)
    push_cast at h
    exact h
  rw [response_eq_angle n h0 hπ, intervalIntegral.integral_eq_sub_of_hasDerivAt hd
    ((by fun_prop : Continuous fun t : ℝ =>
      sin ((n + 1) * t) * sin t).intervalIntegrable _ _), e1, e2]
  ring

/-- The filling response of the semi-elliptic term `n = 0`, which is linear in the Fermi
angle up to one sine. -/
theorem response_zero {f : ℝ} (h0 : 0 ≤ f) (hπ : f ≤ π) :
    response 0 f = 1 - f / π + sin (2 * f) / (2 * π) := by
  have hd : ∀ t ∈ Set.uIcc f π, HasDerivAt (fun s => (s - sin (2 * s) / 2) / 2)
      (sin (((0 : ℕ) + 1) * t) * sin t) t := by
    intro t _
    refine (((hasDerivAt_id' t).fun_sub
      (hasDerivAt_sin_div two_ne_zero t)).div_const 2).congr_deriv ?_
    rw [Nat.cast_zero, zero_add, one_mul, cos_two_mul]
    linarith [sin_sq_add_cos_sq t, sq (sin t)]
  rw [response_eq_angle 0 h0 hπ, intervalIntegral.integral_eq_sub_of_hasDerivAt hd
    ((by fun_prop : Continuous fun t : ℝ =>
      sin (((0 : ℕ) + 1) * t) * sin t).intervalIntegrable _ _), sin_two_pi]
  have hp : π ≠ 0 := pi_ne_zero
  field_simp
  ring

/-- Band filling of a density of states with expansion coefficients `σ 1, ..., σ N` on top of the
semi-elliptic term, as a linear function of the Fermi angle plus a finite sum of sines. -/
theorem filling_expansion (σ : ℕ → ℝ) (N : ℕ) {f : ℝ} (h0 : 0 ≤ f) (hπ : f ≤ π) :
    ∫ x in (-1 : ℝ)..cos f, (bandMode 0 x + ∑ n ∈ Finset.Icc 1 N, σ n * bandMode n x) =
      1 - f / π + sin (2 * f) / (2 * π) + ∑ n ∈ Finset.Icc 1 N,
        σ n * (1 / π * (sin ((n + 2) * f) / (n + 2) - sin (n * f) / n)) := by
  rw [intervalIntegral.integral_add, intervalIntegral.integral_finsetSum]
  · rw [← response_zero h0 hπ]
    unfold response
    congr 1
    refine Finset.sum_congr rfl fun n hn => ?_
    rw [intervalIntegral.integral_const_mul,
      ← response_closed n (Finset.mem_Icc.mp hn).1 h0 hπ]
    rfl
  · intro n _
    exact (continuous_const.mul (bandMode_continuous n)).intervalIntegrable _ _
  · exact (bandMode_continuous 0).intervalIntegrable _ _
  · exact (continuous_finsetSum _ fun n _ =>
      continuous_const.mul (bandMode_continuous n)).intervalIntegrable _ _

/-- The energy response of a term of order at least 1 is the mean of the filling responses of its
two neighbours, minus `cos f` times its own filling response. -/
theorem energyResponse_succ (n : ℕ) (f : ℝ) :
    energyResponse (n + 1) f =
      (response (n + 2) f + response n f) / 2 - cos f * response (n + 1) f := by
  -- three-term recurrence of the Chebyshev polynomials
  have pt : ∀ x, (x - cos f) * bandMode (n + 1) x =
      1 / 2 * bandMode (n + 2) x + 1 / 2 * bandMode n x - cos f * bandMode (n + 1) x := by
    intro x
    have hU := congrArg (Polynomial.eval x) (Polynomial.Chebyshev.U_add_two ℝ (n : ℤ))
    simp only [Polynomial.eval_sub, Polynomial.eval_mul, Polynomial.eval_X,
      Polynomial.eval_ofNat] at hU
    simp only [bandMode]
    push_cast
    rw [hU]
    ring
  unfold energyResponse response
  rw [intervalIntegral.integral_congr (fun x _ => pt x), intervalIntegral.integral_sub,
    intervalIntegral.integral_add, intervalIntegral.integral_const_mul,
    intervalIntegral.integral_const_mul, intervalIntegral.integral_const_mul]
  · ring
  all_goals
    apply Continuous.intervalIntegrable
    fun_prop

/-- Closed form of the energy response for every `n ≥ 2`: three sines of the Fermi angle. -/
theorem energyResponse_closed (n : ℕ) (hn : 2 ≤ n) {f : ℝ} (h0 : 0 ≤ f) (hπ : f ≤ π) :
    energyResponse n f = 1 / (2 * π) * (2 * sin ((n + 1) * f) / (n * (n + 2))
      - sin ((n + 3) * f) / ((n + 2) * (n + 3)) - sin ((n - 1) * f) / (n * (n - 1))) := by
  obtain ⟨m, rfl⟩ : ∃ m, n = m + 2 := ⟨n - 2, by omega⟩
  have hprod : ∀ k : ℝ, cos f * sin (k * f) =
      (sin ((k + 1) * f) + sin ((k - 1) * f)) / 2 := by
    intro k
    rw [add_mul, sub_mul, one_mul, sin_add, sin_sub]
    ring
  have h1 := hprod (m + 4)
  have h2 := hprod (m + 2)
  rw [energyResponse_succ (m + 1) f, response_closed (m + 1 + 2) (by omega) h0 hπ,
    response_closed (m + 1) (by omega) h0 hπ, response_closed (m + 1 + 1) (by omega) h0 hπ]
  push_cast
  -- write all frequencies and denominators as `m + k`
  rw [show (m : ℝ) + 4 + 1 = m + 5 by ring, show (m : ℝ) + 4 - 1 = m + 3 by ring] at h1
  rw [show (m : ℝ) + 2 + 1 = m + 3 by ring, show (m : ℝ) + 2 - 1 = m + 1 by ring] at h2
  rw [show (m : ℝ) + 1 + 2 + 2 = m + 5 by ring, show (m : ℝ) + 1 + 2 = m + 3 by ring,
    show (m : ℝ) + 1 + 1 = m + 2 by ring, show (m : ℝ) + 2 + 2 = m + 4 by ring,
    show (m : ℝ) + 2 + 1 = m + 3 by ring, show (m : ℝ) + 2 + 3 = m + 5 by ring,
    show (m : ℝ) + 2 - 1 = m + 1 by ring]
  have hs : cos f * (1 / π * (sin ((m + 4) * f) / (m + 4) - sin ((m + 2) * f) / (m + 2))) =
      1 / π * ((sin ((m + 5) * f) + sin ((m + 3) * f)) / 2 / (m + 4)
        - (sin ((m + 3) * f) + sin ((m + 1) * f)) / 2 / (m + 2)) := by
    rw [← h1, ← h2]
    ring
  rw [hs]
  generalize sin (((m : ℝ) + 5) * f) = a
  generalize sin (((m : ℝ) + 3) * f) = b
  generalize sin (((m : ℝ) + 1) * f) = c
  have hp : π ≠ 0 := pi_ne_zero
  field_simp
  ring

end

end BondOrderResponse
```

```lean
#print axioms BondOrderResponse.filling_expansion
#print axioms BondOrderResponse.energyResponse_closed
```

```
'BondOrderResponse.filling_expansion' depends on axioms: [propext, Classical.choice, Quot.sound]
'BondOrderResponse.energyResponse_closed' depends on axioms: [propext, Classical.choice, Quot.sound]
```

## How the proof follows the derivation

`bandMode_continuous` supplies the continuity that the substitution and the splitting of integrals require. `hasDerivAt_sin_div` is the elementary fact that $\sin(kt)/k$ has derivative $\cos(kt)$ for $k\ne0$.

`response_eq_angle` performs the substitution. It applies `intervalIntegral.integral_comp_mul_deriv` from $\pi$ to $f$, and `integral_symm` reverses the limits, which absorbs the minus sign of $-\sin t$. The integrands are then compared point by point. The step `hs` replaces the square root by $\sin t$, and this is where $0\le f\le\pi$ enters. The Chebyshev identity `U_real_cos` is used in its product form, so nothing is divided by $\sin t$ at the band edges.

In `response_closed`, `hd` verifies the antiderivative by expanding $\cos((n+1)t\mp t)$ with `cos_sub` and `cos_add`. The facts `e1` and `e2` are the vanishing sines at $\pi$, and the fundamental theorem of calculus finishes the evaluation. `response_zero` follows the same pattern with the antiderivative $(t-\sin(2t)/2)/2$.

`filling_expansion` splits the integral over the sum and inserts the two closed forms. Membership of `n` in `Finset.Icc 1 N` provides the condition $n\ge1$.

In `energyResponse_succ`, `pt` is the Chebyshev recurrence multiplied by the semi-elliptic weight, and linearity of the integral does the rest. `energyResponse_closed` writes $n=m+2$, so that the denominators are visibly nonzero. `hprod` is the product formula for $\cos f\,\sin(kf)$, used at $k=n+2$ and $k=n$. After that only three sines remain. They are renamed `a`, `b` and `c`, standing for $s_{n+3}$, $s_{n+1}$ and $s_{n-1}$, and `field_simp` and `ring` check that their coefficients agree.
